# At temperature $T>0$, thermal averaging turns the transmission $a-bE^2$ into $a-b\pi^2T^2/3$

## A parabola at unit temperature

Measure energy $E$ from the chemical potential, set $k_B=1$, and take $T=1$. The Fermi function is then $1/(e^E+1)$, and minus its derivative is a bump of unit area centred at $E=0$. Averaging the function $E^2$ over this bump gives

$$\int_{-\infty}^{\infty}\frac{e^{E}}{(e^{E}+1)^2}\,E^2\,dE=\frac{\pi^2}{3}.$$

Although $E^2$ vanishes at the chemical potential, its average does not, because the bump has a width. At temperature $T$ the width scales with $T$, so the average scales with $T^2$.

## Conductance near the top of a resonance

In linear response, and for non-interacting electrons, the conductance through a level between two leads is a constant times the average of a transmission $\tau(E)$ with weight $-f'(E)$, where $f(E)=1/(e^{E/T}+1)$. For a symmetric resonance centred at the chemical potential, $\tau$ has no linear term, and its low-energy form is $a-bE^2$. Here $a$ is the transmission at the chemical potential and $b$ measures the curvature of the peak. The claim is that, for $T>0$ and all real $a,b$,

$$\int_{-\infty}^{\infty}-f'(E)\,(a-bE^2)\,dE=a-\frac{b\pi^2T^2}{3}.$$

For an Anderson level with interactions, the conductance has the same form if the couplings to the two leads depend on energy in the same way; the spectral function of the level then enters $\tau$. In that case the result is the thermal-averaging part of the $T^2$ correction, with the quadratic form of $\tau$ taken as given. Interactions can also make $a$ itself depend on temperature; that contribution is not calculated here.

## Two moments of the thermal kernel

Differentiating the Fermi function gives

$$-f'(E)=\frac1T\,K(E/T),\qquad K(x)=\frac{e^x}{(e^x+1)^2}.$$

Multiplying the numerator and denominator of $K(-x)$ by $e^{2x}$ gives $K(-x)=K(x)$. Hence $0<K(x)\le e^{-|x|}$, and both $K(x)$ and $x^2K(x)$ are integrable.

The area follows from an antiderivative:

$$\int_{-\infty}^{\infty}K(x)\,dx=\left[-\frac1{e^x+1}\right]_{-\infty}^{\infty}=0-(-1)=1.$$

For the second moment, take $x>0$ and put $r=-e^{-x}$ in $\sum_{n\ge0}nr^n=r/(1-r)^2$. This gives

$$K(x)=\frac{e^{-x}}{(1+e^{-x})^2}=-\sum_{n\ge0}(-1)^n n\,e^{-nx}.$$

The $n=0$ term is zero. For $n\ge1$, $\int_0^\infty x^2e^{-nx}\,dx=2/n^3$, so the integrals of the absolute values of the terms of $x^2K(x)$ are $2/n^2$. Their sum is finite, which permits integration term by term:

$$\int_0^\infty x^2K(x)\,dx=\sum_{n\ge1}\frac{2(-1)^{n+1}}{n^2}.$$

From $\sum_{n\ge1}1/n^2=\pi^2/6$, the even $n$ contribute $\frac14\cdot\pi^2/6=\pi^2/24$, which leaves $\pi^2/8$ for the odd $n$. The alternating sum is therefore $2(\pi^2/8-\pi^2/24)=\pi^2/6$. Since $K$ is even, the integral over the whole line is twice this, $\pi^2/3$.

Finally, substitute $E=Tx$, $dE=T\,dx$:

$$\int_{-\infty}^{\infty}\frac1T K(E/T)(a-bE^2)\,dE=\int_{-\infty}^{\infty}K(x)(a-bT^2x^2)\,dx=a-\frac{b\pi^2T^2}{3}.$$

## The statement in Lean

`fermi T E` is $f(E)$, and `thermalKernel` is $K$. `thermalAverage T τ` is the integral over the real line of `-deriv (fermi T) E * τ E`, so the weight is defined by the actual derivative and not by a formula put in its place. All quantities are real numbers, and the conductance prefactor is left out.

The final theorem, `thermalAverage_resonance`, takes `hT : 0 < T` and arbitrary real `a` and `b`. Its first conclusion is that the integrand is integrable; its second is the value of the average. No sign or size is imposed on `a` and `b`.

The parabola is used at all energies, although for $b\ne0$ it cannot stay between 0 and 1, as the transmission per spin through a single level must. The equality is exact for the parabola; for a real resonance, it describes low temperatures at which the weight samples only the top of the peak. In a transport code, the formula can check the thermal energy integration for this quadratic model, provided the energy window extends many times $T$ on both sides of the chemical potential.

```lean
import Mathlib

open MeasureTheory Real Set Filter Topology

namespace ThermalResonance

noncomputable section

/-- The Fermi function at temperature `T ≠ 0`, with energy measured from the chemical
potential and Boltzmann's constant set to one. -/
def fermi (T E : ℝ) : ℝ := 1 / (Real.exp (E / T) + 1)

/-- The dimensionless thermal broadening kernel, as a function of `x = E / T`. -/
def thermalKernel (x : ℝ) : ℝ := Real.exp x / (Real.exp x + 1) ^ 2

/-- For `T > 0`, the thermal average of a transmission function `τ`, weighted by minus the energy
derivative of the Fermi function, provided that the integrand is integrable. -/
def thermalAverage (T : ℝ) (τ : ℝ → ℝ) : ℝ := ∫ E, -deriv (fermi T) E * τ E

/-- The thermal kernel is even in energy. -/
theorem thermalKernel_neg (x : ℝ) : thermalKernel (-x) = thermalKernel x := by
  have h : Real.exp x * Real.exp (-x) = 1 := by rw [← Real.exp_add]; simp
  unfold thermalKernel
  rw [div_eq_div_iff (by positivity) (by positivity)]
  linear_combination (Real.exp x - Real.exp (-x)) * h

/-- The thermal kernel is integrable and has total weight one. -/
theorem integral_kernel : Integrable thermalKernel ∧ ∫ x, thermalKernel x = 1 := by
  have hk : Continuous thermalKernel :=
    Continuous.div (by fun_prop) (by fun_prop) (fun x => by positivity)
  have pos : ∀ x : ℝ, 0 ≤ x → thermalKernel x ≤ 2 * (1 + x ^ 2)⁻¹ := by
    intro x hx
    have hb : 1 + x ^ 2 ≤ 2 * Real.exp x := by
      linarith [Real.quadratic_le_exp_of_nonneg hx]
    unfold thermalKernel
    rw [← div_eq_mul_inv, div_le_div_iff₀ (by positivity) (by positivity)]
    nlinarith [mul_le_mul_of_nonneg_left hb (Real.exp_pos x).le, Real.exp_pos x]
  have hi : Integrable thermalKernel := by
    refine (integrable_inv_one_add_sq.const_mul 2).mono' hk.aestronglyMeasurable
      (ae_of_all _ fun x => ?_)
    have k0 : 0 ≤ thermalKernel x := by unfold thermalKernel; positivity
    rw [Real.norm_eq_abs, abs_of_nonneg k0]
    rcases le_total 0 x with hx | hx
    · exact pos x hx
    · have hn := pos (-x) (by linarith)
      rwa [thermalKernel_neg, neg_sq] at hn
  -- the kernel is the derivative of minus the Fermi function
  have hd : ∀ x, HasDerivAt (fun y => -(Real.exp y + 1)⁻¹) (thermalKernel x) x := by
    intro x
    have h := (((Real.hasDerivAt_exp x).add_const 1).inv (by positivity)).neg
    exact h.congr_deriv (by unfold thermalKernel; ring)
  have hb := ((Real.tendsto_exp_atBot.add_const 1).inv₀ (by norm_num)).neg
  have ht := (tendsto_atTop_add_const_right _ (1 : ℝ)
    Real.tendsto_exp_atTop).inv_tendsto_atTop.neg
  refine ⟨hi, ?_⟩
  rw [integral_of_hasDerivAt_of_tendsto hd hi hb ht]
  norm_num

/-- The alternating series with terms `2 / n²`, positive for odd `n`, sums to `π² / 6`. -/
theorem hasSum_alternating :
    HasSum (fun n : ℕ => -(-1 : ℝ) ^ n * (2 / (n : ℝ) ^ 2)) (π ^ 2 / 6) := by
  have z := hasSum_zeta_two
  have he : HasSum (fun k : ℕ => 1 / ((2 * k : ℕ) : ℝ) ^ 2) (π ^ 2 / 24) := by
    have e : (fun k : ℕ => 1 / ((2 * k : ℕ) : ℝ) ^ 2)
        = fun k : ℕ => 1 / 4 * (1 / (k : ℝ) ^ 2) := by
      funext k
      push_cast
      ring
    rw [e, show π ^ 2 / 24 = 1 / 4 * (π ^ 2 / 6) by ring]
    exact z.mul_left (1 / 4)
  have ho : Summable (fun k : ℕ => 1 / ((2 * k + 1 : ℕ) : ℝ) ^ 2) :=
    z.summable.comp_injective (i := fun k : ℕ => 2 * k + 1) (fun a b h => by
      dsimp only at h
      omega)
  have s := (HasSum.even_add_odd (f := fun n : ℕ => 1 / (n : ℝ) ^ 2) he ho.hasSum).unique z
  -- even terms change sign, odd terms keep theirs
  have re : HasSum (fun k : ℕ => -(-1 : ℝ) ^ (2 * k) * (2 / ((2 * k : ℕ) : ℝ) ^ 2))
      (-2 * (π ^ 2 / 24)) := by
    refine (he.mul_left (-2)).congr_fun fun k => ?_
    rw [pow_mul, neg_one_sq, one_pow]
    ring
  have ro : HasSum (fun k : ℕ => -(-1 : ℝ) ^ (2 * k + 1) * (2 / ((2 * k + 1 : ℕ) : ℝ) ^ 2))
      (2 * ∑' k : ℕ, 1 / ((2 * k + 1 : ℕ) : ℝ) ^ 2) := by
    refine (ho.hasSum.mul_left 2).congr_fun fun k => ?_
    rw [pow_succ, pow_mul, neg_one_sq, one_pow]
    ring
  have r := HasSum.even_add_odd (f := fun n : ℕ => -(-1 : ℝ) ^ n * (2 / (n : ℝ) ^ 2)) re ro
  have v : π ^ 2 / 6 = -2 * (π ^ 2 / 24)
      + 2 * ∑' k : ℕ, 1 / ((2 * k + 1 : ℕ) : ℝ) ^ 2 := by linarith
  rw [v]
  exact r

/-- The second moment of the thermal kernel is `π² / 3`. -/
theorem integral_kernel_sq : ∫ x, thermalKernel x * x ^ 2 = π ^ 2 / 3 := by
  have gam : ∀ n : ℕ, 0 < n →
      ∫ x in Ioi (0 : ℝ), x ^ 2 * Real.exp (-(n * x)) = 2 / (n : ℝ) ^ 3 := by
    intro n hn
    have h := Real.integral_rpow_mul_exp_neg_mul_Ioi (a := 3) (r := n)
      (by norm_num) (by exact_mod_cast hn)
    have p : (1 / (n : ℝ)) ^ (3 : ℝ) = (1 / (n : ℝ)) ^ 3 := by
      rw [← Real.rpow_natCast]; norm_num
    have g : Real.Gamma 3 = 2 := by
      rw [show (3 : ℝ) = ((2 : ℕ) : ℝ) + 1 by norm_num, Real.Gamma_nat_eq_factorial]
      norm_num [Nat.factorial]
    rw [p, g, show (3 : ℝ) - 1 = ((2 : ℕ) : ℝ) by norm_num] at h
    simp only [Real.rpow_natCast] at h
    rw [h]
    ring
  let F : ℕ → ℝ → ℝ := fun n x => -((-1) ^ n * n) * (x ^ 2 * Real.exp (-(n * x)))
  have hF : ∀ n, Integrable (F n) (volume.restrict (Ioi 0)) := by
    intro n
    rcases n.eq_zero_or_pos with rfl | hn
    · simp [F]
    · refine Integrable.const_mul ?_ _
      by_contra h
      have g := gam n hn
      rw [integral_undef h] at g
      have : 0 < 2 / (n : ℝ) ^ 3 := by positivity
      linarith
  have hI : ∀ n : ℕ, (n : ℝ) * ∫ x in Ioi (0 : ℝ), x ^ 2 * Real.exp (-(n * x))
      = 2 / (n : ℝ) ^ 2 := by
    intro n
    rcases n.eq_zero_or_pos with rfl | hn
    · simp
    · rw [gam n hn]
      have : (n : ℝ) ≠ 0 := by positivity
      field_simp
  have hS : Summable (fun n => ∫ x in Ioi (0 : ℝ), ‖F n x‖) := by
    have e : (fun n => ∫ x in Ioi (0 : ℝ), ‖F n x‖) = fun n : ℕ => 2 * (1 / (n : ℝ) ^ 2) := by
      ext n
      have hn : ∀ x, ‖F n x‖ = n * (x ^ 2 * Real.exp (-(n * x))) := by
        intro x
        simp [F]
      simp_rw [hn]
      rw [integral_const_mul, hI]
      ring
    rw [e]
    exact hasSum_zeta_two.summable.mul_left 2
  -- integrate the series term by term
  have hs := hasSum_integral_of_summable_integral_norm hF hS
  have hv : (fun n => ∫ x in Ioi (0 : ℝ), F n x)
      = fun n : ℕ => -(-1 : ℝ) ^ n * (2 / (n : ℝ) ^ 2) := by
    ext n
    simp only [F]
    rw [integral_const_mul, ← hI n]
    ring
  rw [hv] at hs
  have half : ∫ x in Ioi (0 : ℝ), thermalKernel x * x ^ 2 = π ^ 2 / 6 := by
    rw [← hs.unique hasSum_alternating]
    refine setIntegral_congr_fun measurableSet_Ioi fun x hx => ?_
    have hx' : 0 < x := hx
    have hr : ‖-Real.exp (-x)‖ < 1 := by
      rw [norm_neg, Real.norm_eq_abs, abs_of_pos (Real.exp_pos _), Real.exp_lt_one_iff]
      linarith
    -- expand the kernel in powers of the Boltzmann factor
    have e : (fun n => F n x)
        = fun n : ℕ => -x ^ 2 * ((n : ℝ) * (-Real.exp (-x)) ^ n) := by
      funext n
      have en : Real.exp (-(n * x)) = Real.exp (-x) ^ n := by
        rw [← Real.exp_nat_mul]
        congr 1
        ring
      simp only [F]
      rw [en, neg_pow (Real.exp (-x))]
      ring
    have v : thermalKernel x * x ^ 2
        = -x ^ 2 * (-Real.exp (-x) / (1 - -Real.exp (-x)) ^ 2) := by
      rw [← thermalKernel_neg x, thermalKernel, sub_neg_eq_add, add_comm 1]
      ring
    have hg : HasSum (fun n => F n x) (thermalKernel x * x ^ 2) := by
      rw [e, v]
      exact (hasSum_coe_mul_geometric_of_norm_lt_one hr).mul_left (-x ^ 2)
    exact hg.tsum_eq.symm
  have habs : ∀ x, thermalKernel |x| * |x| ^ 2 = thermalKernel x * x ^ 2 := by
    intro x
    rcases abs_choice x with h | h <;> rw [h]
    rw [thermalKernel_neg, neg_sq]
  have h := integral_comp_abs (f := fun x => thermalKernel x * x ^ 2)
  simp only [habs] at h
  rw [h, half]
  ring

/-- At nonzero temperature, minus the energy derivative of the Fermi function, times `T`,
is the thermal kernel at `E / T`. -/
theorem neg_deriv_fermi {T : ℝ} (hT : T ≠ 0) (E : ℝ) :
    T * -deriv (fermi T) E = thermalKernel (E / T) := by
  have h1 : HasDerivAt (fun y => Real.exp (y / T) + 1) (Real.exp (E / T) * (1 / T)) E :=
    (((hasDerivAt_id' E).div_const T).exp).add_const 1
  have h2 : HasDerivAt (fermi T)
      (-(Real.exp (E / T) * (1 / T)) / (Real.exp (E / T) + 1) ^ 2) E := by
    have hne : Real.exp (E / T) + 1 ≠ 0 := by positivity
    have ef : fermi T = (fun y => Real.exp (y / T) + 1)⁻¹ := by
      funext y
      simp [fermi]
    rw [ef]
    exact h1.inv hne
  rw [h2.deriv, thermalKernel]
  field_simp

/-- For `T > 0`, the transmission `a - b E²` is integrable against minus the derivative of
the Fermi function, and its thermal average is `a - b π² T² / 3`. -/
theorem thermalAverage_resonance {T : ℝ} (hT : 0 < T) (a b : ℝ) :
    Integrable (fun E => -deriv (fermi T) E * (a - b * E ^ 2)) ∧
      thermalAverage T (fun E => a - b * E ^ 2) = a - b * π ^ 2 * T ^ 2 / 3 := by
  have i2 : Integrable (fun x => thermalKernel x * x ^ 2) := by
    by_contra h
    have m := integral_kernel_sq
    rw [integral_undef h] at m
    have : 0 < π ^ 2 / 3 := by positivity
    linarith
  have j0 : Integrable (fun x => a * thermalKernel x) := integral_kernel.1.const_mul a
  have j2 := i2.const_mul (b * T ^ 2)
  let g : ℝ → ℝ := fun x => T⁻¹ * (thermalKernel x * (a - b * (T * x) ^ 2))
  have e : g = fun x => T⁻¹ * (a * thermalKernel x
      - b * T ^ 2 * (thermalKernel x * x ^ 2)) := by
    funext x
    simp only [g]
    ring
  have hg : Integrable g := by
    rw [e]
    exact (j0.sub j2).const_mul _
  -- pass to the dimensionless energy
  have hE : (fun E => -deriv (fermi T) E * (a - b * E ^ 2)) = fun E => g (E / T) := by
    funext E
    have hx : T * (E / T) = E := mul_div_cancel₀ E hT.ne'
    simp only [g, hx]
    rw [← neg_deriv_fermi hT.ne', ← mul_assoc, inv_mul_cancel_left₀ hT.ne']
  refine ⟨by rw [hE]; exact hg.comp_div hT.ne', ?_⟩
  calc thermalAverage T (fun E => a - b * E ^ 2)
      = ∫ E, g (E / T) := congrArg (fun h : ℝ → ℝ => ∫ E, h E) hE
    _ = |T| • ∫ x, g x := Measure.integral_comp_div g T
    _ = |T| • ∫ x, T⁻¹ * (a * thermalKernel x
          - b * T ^ 2 * (thermalKernel x * x ^ 2)) := by rw [e]
    _ = a - b * π ^ 2 * T ^ 2 / 3 := by
        rw [integral_const_mul, integral_sub j0 j2, integral_const_mul, integral_const_mul,
          integral_kernel.2, integral_kernel_sq, abs_of_pos hT, smul_eq_mul,
          mul_inv_cancel_left₀ hT.ne']
        ring

end

end ThermalResonance
```

```lean
#print axioms ThermalResonance.thermalAverage_resonance
-- 'ThermalResonance.thermalAverage_resonance' depends on axioms: [propext, Classical.choice, Quot.sound]
```

## From the kernel to the thermal average

`thermalKernel_neg` proves evenness by clearing denominators and using $e^xe^{-x}=1$. `integral_kernel` gets integrability from the bound $K(x)\le2/(1+x^2)$, proved first for $x\ge0$ and carried to negative $x$ by evenness. The area then comes from the antiderivative and its two limits.

`hasSum_alternating` splits the series for $\pi^2/6$ into even and odd terms, doubles every term, changes the sign of the even ones and reassembles the sum.

`integral_kernel_sq` follows the second-moment calculation. Inside it, `gam` evaluates $\int_0^\infty x^2e^{-nx}\,dx$ through the Gamma function, and `F n` is the $n$th term of the expanded integrand. The facts `hF` and `hS` supply the integrability and summability needed to exchange sum and integral. `half` identifies the summed series with $x^2K(x)$ on the positive half-line, and `integral_comp_abs` doubles the result.

`neg_deriv_fermi` is the chain rule, written as $T\cdot(-f'(E))=K(E/T)$. It needs only $T\ne0$.

In `thermalAverage_resonance`, integrability of $x^2K(x)$ is read off from its integral: Lean assigns the value zero to the integral of a non-integrable function, and $\pi^2/3$ is not zero. The function `g` is the integrand in the variable $x=E/T$, including the factor $1/T$. The closing `calc` changes variables, which produces a factor $|T|=T$ that cancels $1/T$, then splits the integral and inserts the two moments.
